# Equal-energy, uncoupled ligand channels act on a d0 level through one effective hybridization

In the core-level spectrum of a d0 ion such as Ti⁴⁺ in an oxide, charge-transfer satellites arise because the core hole changes how strongly the empty d shell mixes with configurations in which a ligand electron has moved into it. In octahedral symmetry that electron can enter any of four eg or six t2g spin-orbitals, with different amplitudes. How do these ten channels combine to set the level positions?

The algebra is done over an arbitrary finite set of channels `ι`.

In Lean 4 with Mathlib:

```lean
import Mathlib

open scoped Polynomial Matrix
open Polynomial (X C)

namespace ChargeTransferStar

noncomputable section

variable {ι : Type*} [Fintype ι] [DecidableEq ι]
```

## The star-shaped Hamiltonian

Put the d0 configuration at energy $0$ and $N$ ligand-hole configurations at a common energy $D$, the charge-transfer energy (when a core hole is present, its value with the core-hole attraction included). Let real amplitudes $V_i$ join the first to each of the others:

$$H=\begin{pmatrix}0&V^T\\V&D\,\mathbf 1\end{pmatrix}.$$

In `Unit ⊕ ι`, `Unit` labels the d0 configuration and `ι` the channels. The common $D$ is an idealisation: it neglects crystal-field splitting, ligand bandwidth and multiplet structure. Configurations with two or more transferred electrons are also left out, and the $V_i$ are given parameters.

```lean
/-- Hamiltonian of a d0 configuration at energy `0` coupled by amplitudes `V i` to
ligand-hole configurations that all lie at energy `D` and do not couple to each other. -/
def clusterH (D : ℝ) (V : ι → ℝ) : Matrix (Unit ⊕ ι) (Unit ⊕ ι) ℝ :=
  Matrix.fromBlocks 0 (Matrix.of fun _ i => V i) (Matrix.of fun i _ => V i) (D • 1)
```

The comparison model has one ligand state and hybridization $W$.

```lean
/-- Two-level Hamiltonian with energies `0` and `D` and hybridization `W`. -/
def twoLevel (D W : ℝ) : Matrix (Fin 2) (Fin 2) ℝ := !![0, W; W, D]
```

The candidate for $W$ is the length of the coupling vector, $V_{\rm eff}=\sqrt{\sum_i V_i^2}$.

```lean
omit [DecidableEq ι] in
/-- Effective hybridization: the root of the sum of the squared channel amplitudes. -/
def effHyb (V : ι → ℝ) : ℝ := Real.sqrt (∑ i, V i ^ 2)
```

The sum is non-negative, so squaring the root returns it.

```lean
omit [DecidableEq ι] in
/-- The square of the effective hybridization is the sum of the squared amplitudes. -/
theorem effHyb_sq (V : ι → ℝ) : effHyb V ^ 2 = ∑ i, V i ^ 2 :=
  Real.sq_sqrt (Finset.sum_nonneg fun i _ => sq_nonneg (V i))
```

## Clearing the first column

Let $a$ be the corner entry, $b\neq0$ the common diagonal entry and $v$ the coupling vector. Then

$$\begin{pmatrix}a&v^T\\v&b\mathbf 1\end{pmatrix}\begin{pmatrix}b&0\\-v&\mathbf 1\end{pmatrix}=\begin{pmatrix}ab-\sum_i v_i^2&v^T\\0&b\mathbf 1\end{pmatrix}.$$

Taking determinants gives $\det(M)\,b=(ab-\sum_i v_i^2)\,b^N$, where $M$ is the first matrix. Cancelling one $b$ leaves $\det M=b^{N-1}(ab-\sum_i v_i^2)$.

In the proof, `hmul` is the block product, checked block by block, and `mul_right_cancel₀` does the cancellation. The entries may lie in any integral domain, because $b$ will next be the polynomial $x-D$. `Nonempty ι` states $N\ge1$.

```lean
/-- Determinant of an arrow-shaped matrix: one site with diagonal entry `a`, joined by `v i`
to sites that share the nonzero diagonal entry `b`. -/
theorem arrow_det {R : Type*} [CommRing R] [IsDomain R] [Nonempty ι]
    (a b : R) (hb : b ≠ 0) (v : ι → R) :
    (Matrix.fromBlocks (Matrix.of fun _ _ : Unit => a) (Matrix.of fun _ i => v i)
      (Matrix.of fun i _ => v i) (b • (1 : Matrix ι ι R))).det
      = b ^ (Fintype.card ι - 1) * (a * b - ∑ i, v i ^ 2) := by
  -- a block-triangular factor clears the first column below the corner
  have hmul : Matrix.fromBlocks (Matrix.of fun _ _ : Unit => a) (Matrix.of fun _ i => v i)
      (Matrix.of fun i _ => v i) (b • (1 : Matrix ι ι R))
      * Matrix.fromBlocks (Matrix.of fun _ _ : Unit => b) 0
        (Matrix.of fun i _ => -v i) (1 : Matrix ι ι R)
      = Matrix.fromBlocks (Matrix.of fun _ _ : Unit => a * b - ∑ i, v i ^ 2)
        (Matrix.of fun _ i => v i) 0 (b • (1 : Matrix ι ι R)) := by
    rw [Matrix.fromBlocks_multiply, Matrix.fromBlocks_inj]
    refine ⟨?_, ?_, ?_, ?_⟩
    · refine Matrix.ext fun i j => ?_
      simp [Matrix.mul_apply, sq, sub_eq_add_neg]
    · simp
    · refine Matrix.ext fun i j => ?_
      simp only [Matrix.smul_mul, Matrix.one_mul, Matrix.add_apply, Matrix.mul_apply,
        Matrix.smul_apply, Matrix.of_apply, Matrix.zero_apply, smul_eq_mul,
        Finset.univ_unique, Finset.sum_singleton]
      ring
    · simp
  have h := congrArg Matrix.det hmul
  simp only [Matrix.det_mul, Matrix.det_fromBlocks_zero₁₂, Matrix.det_fromBlocks_zero₂₁,
    Matrix.det_one, mul_one, Matrix.det_smul, Matrix.det_unique, Matrix.of_apply] at h
  -- cancel the one surplus factor of `b`
  have hc : b ^ Fintype.card ι = b ^ (Fintype.card ι - 1) * b := by
    rw [← pow_succ, Nat.sub_add_cancel Fintype.card_pos]
  apply mul_right_cancel₀ hb
  rw [h, hc]
  ring
```

Set $a=x$, $b=x-D$ and $v_i=-V_i$, so that $M=x-H$. The signs disappear on squaring:

$$\det(x-H)=(x-D)^{N-1}\Big(x(x-D)-\sum_i V_i^2\Big).$$

Here `hM` identifies the entries of $x-H$, and `arrow_det` does the rest.

```lean
/-- Characteristic polynomial of the charge-transfer Hamiltonian with `N ≥ 1` degenerate
channels: `(x - D)^(N-1) (x (x - D) - ∑ V_i²)`. -/
theorem clusterH_charpoly [Nonempty ι] (D : ℝ) (V : ι → ℝ) :
    (clusterH D V).charpoly
      = (X - C D) ^ (Fintype.card ι - 1) * (X * (X - C D) - C (∑ i, V i ^ 2)) := by
  have hM : (clusterH D V).charmatrix
      = Matrix.fromBlocks (Matrix.of fun _ _ : Unit => (X : ℝ[X]))
        (Matrix.of fun _ i => -C (V i)) (Matrix.of fun i _ => -C (V i))
        ((X - C D) • (1 : Matrix ι ι ℝ[X])) := by
    refine Matrix.ext fun i j => ?_
    rcases i with i | i <;> rcases j with j | j
    · obtain rfl : i = j := Subsingleton.elim _ _
      simp [clusterH]
    · simp [clusterH]
    · simp [clusterH]
    · by_cases h : i = j
      · subst h
        simp [clusterH]
      · simp [clusterH, h]
  rw [Matrix.charpoly, hM]
  refine (arrow_det X (X - C D) (Polynomial.X_sub_C_ne_zero D) fun i => -C (V i)).trans ?_
  simp only [neg_sq, map_sum, map_pow]
```

## Two hybridized levels

The two-level matrix has trace $D$ and determinant $-W^2$, hence characteristic polynomial $x(x-D)-W^2$. With $W=V_{\rm eff}$ this is the quadratic factor above.

```lean
/-- The characteristic polynomial is that of a two-level model with the effective
hybridization, times `N - 1` factors `x - D`. -/
theorem clusterH_charpoly_twoLevel [Nonempty ι] (D : ℝ) (V : ι → ℝ) :
    (clusterH D V).charpoly
      = (X - C D) ^ (Fintype.card ι - 1) * (twoLevel D (effHyb V)).charpoly := by
  have h2 : ∀ W : ℝ, (twoLevel D W).charpoly = X * (X - C D) - C (W ^ 2) := by
    intro W
    rw [Matrix.charpoly_fin_two, Matrix.trace_fin_two, Matrix.det_fin_two]
    simp [twoLevel]
    ring
  rw [clusterH_charpoly, h2, effHyb_sq]
```

Completing the square with $s=\sqrt{D^2/4+V_{\rm eff}^2}$ gives

$$x(x-D)-V_{\rm eff}^2=(x-D/2)^2-s^2=(x-D/2+s)(x-D/2-s).$$

The auxiliary statement `key` is this identity for any $s$ with the right square.

```lean
/-- Full factorization of the characteristic polynomial, with the two hybridized levels at
`D/2 ± √(D²/4 + V_eff²)`. -/
theorem clusterH_charpoly_levels [Nonempty ι] (D : ℝ) (V : ι → ℝ) :
    (clusterH D V).charpoly = (X - C D) ^ (Fintype.card ι - 1)
      * ((X - C (D / 2 - Real.sqrt (D ^ 2 / 4 + effHyb V ^ 2)))
        * (X - C (D / 2 + Real.sqrt (D ^ 2 / 4 + effHyb V ^ 2)))) := by
  -- splitting of the quadratic factor, for any `s` with `s ^ 2 = D ^ 2 / 4 + S`
  have key : ∀ s S : ℝ, s ^ 2 = D ^ 2 / 4 + S →
      X * (X - C D) - C S = (X - C (D / 2 - s)) * (X - C (D / 2 + s)) := by
    intro s S hs
    have h1 : C D = C (D / 2) + C (D / 2) := by
      rw [← Polynomial.C_add, add_halves]
    have h2 : C S = C s ^ 2 - C (D / 2) ^ 2 := by
      have e : S = s ^ 2 - (D / 2) ^ 2 := by linear_combination -hs
      rw [e]
      simp only [map_sub, map_pow]
    rw [Polynomial.C_sub, Polynomial.C_add]
    linear_combination (-X) * h1 - h2
  rw [clusterH_charpoly, ← effHyb_sq, key _ _ (Real.sq_sqrt (by positivity))]
```

## Which ligand combinations take part

For d0 amplitude $a$ and ligand amplitudes $u_i$,

$$H\binom{a}{u}=\binom{\sum_i V_iu_i}{V a+D u}.$$

```lean
/-- Action of the Hamiltonian on a state with d0 amplitude `a` and ligand-hole
amplitudes `u i`. -/
theorem clusterH_mulVec (D a : ℝ) (V u : ι → ℝ) :
    clusterH D V *ᵥ Sum.elim (fun _ => a) u
      = Sum.elim (fun _ => ∑ i, V i * u i) (fun i => V i * a + D * u i) := by
  funext k
  rcases k with k | k <;>
    simp [clusterH, Matrix.mulVec, dotProduct, Fintype.sum_sum_type, Matrix.one_apply]
```

With $a=0$, the ligand rows already read $Du$. The eigenvalue equation at $D$ therefore holds exactly when the d0 row vanishes, $\sum_i V_iu_i=0$. If $V\neq0$, these states form a space of dimension $N-1$.

```lean
/-- A pure ligand-hole state `u` satisfies the eigenvalue equation at the bare energy `D`
exactly when its total coupling `∑ V_i u_i` to the d0 configuration vanishes. -/
theorem decoupled_iff (D : ℝ) (V u : ι → ℝ) :
    clusterH D V *ᵥ Sum.elim (fun _ => 0) u = D • Sum.elim (fun _ => 0) u
      ↔ ∑ i, V i * u i = 0 := by
  rw [clusterH_mulVec]
  constructor
  · intro h
    simpa using congrFun h (Sum.inl ())
  · intro h
    funext k
    rcases k with k | k <;> simp [h]
```

The remaining combination is along $V$. If $E(E-D)=\sum_iV_i^2$, take $a=E-D$ and $u=V$: the d0 row gives $\sum_i V_i^2=E(E-D)$, and the ligand rows give $V_i(E-D)+DV_i=EV_i$. For $V\ne0$ the vector is nonzero, and after normalisation its d0 weight is $(E-D)^2/\big((E-D)^2+V_{\rm eff}^2\big)$.

```lean
/-- If `E (E - D) = ∑ V_i²`, the state with d0 amplitude `E - D` and ligand-hole amplitudes
`V i` satisfies the eigenvalue equation at energy `E`. -/
theorem hybridized_state (D E : ℝ) (V : ι → ℝ) (hE : E * (E - D) = ∑ i, V i ^ 2) :
    clusterH D V *ᵥ Sum.elim (fun _ => E - D) V = E • Sum.elim (fun _ => E - D) V := by
  rw [clusterH_mulVec]
  funext k
  rcases k with k | k
  · simp only [Sum.elim_inl, Pi.smul_apply, smul_eq_mul, hE, sq]
  · simp only [Sum.elim_inr, Pi.smul_apply, smul_eq_mul]
    ring
```

## What the level positions determine

At fixed $D$ and channel set, equal characteristic polynomials have equal quadratic factors once $(x-D)^{N-1}$ is cancelled. Their constant terms then give equal $V_{\rm eff}$; the reverse direction is substitution. In this single-transfer model with degenerate channels, a fit to level positions at known $D$ thus fixes $V_{\rm eff}$, and all sets of amplitudes with the same sum of squares fit equally well.

```lean
/-- For the same channels and the same `D`, two sets of amplitudes give the same
characteristic polynomial exactly when their effective hybridizations agree. -/
theorem charpoly_eq_iff_effHyb_eq [Nonempty ι] (D : ℝ) (V V' : ι → ℝ) :
    (clusterH D V).charpoly = (clusterH D V').charpoly ↔ effHyb V = effHyb V' := by
  rw [clusterH_charpoly, clusterH_charpoly]
  constructor
  · intro h
    have h1 := mul_left_cancel₀ (pow_ne_zero _ (Polynomial.X_sub_C_ne_zero D)) h
    have h2 := Polynomial.C_injective (sub_right_inj.mp h1)
    unfold effHyb
    rw [h2]
  · intro h
    rw [← effHyb_sq V, ← effHyb_sq V', h]
```

## Four eg and six t2g channels

Give each eg spin-orbital the amplitude $V_{eg}$ and each t2g spin-orbital $V_{t2g}$.

```lean
/-- Amplitudes of the ten channels of a d0 ion: four eg and six t2g spin-orbitals. -/
def d0Channels (Veg Vt2g : ℝ) : Fin 4 ⊕ Fin 6 → ℝ :=
  Sum.elim (fun _ => Veg) (fun _ => Vt2g)
```

The sum of squares is $4V_{eg}^2+6V_{t2g}^2$, and $N-1=9$.

For example, in arbitrary energy units, let $D=9$, $V_{eg}=2$ and $V_{t2g}=1$. Then $V_{\rm eff}^2=16+6=22$, and $x(x-9)=22$ has roots $-2$ and $11$. The other nine levels stay at $9$. The lower hybridized state has d0 weight $121/(121+22)=11/13$.

The final theorem states the general ten-channel result: the value of `effHyb` and the factorization with $(x-D)^9$.

```lean
/-- Four eg and six t2g channels have effective hybridization `√(4 V_eg² + 6 V_t2g²)`, and the
characteristic polynomial is that of the two-level model with this value, times `(x - D)^9`. -/
theorem d0_eg_t2g (D Veg Vt2g : ℝ) :
    effHyb (d0Channels Veg Vt2g) = Real.sqrt (4 * Veg ^ 2 + 6 * Vt2g ^ 2) ∧
    (clusterH D (d0Channels Veg Vt2g)).charpoly
      = (X - C D) ^ 9
        * (twoLevel D (Real.sqrt (4 * Veg ^ 2 + 6 * Vt2g ^ 2))).charpoly := by
  have h : effHyb (d0Channels Veg Vt2g) = Real.sqrt (4 * Veg ^ 2 + 6 * Vt2g ^ 2) := by
    unfold effHyb
    congr 1
    simp [d0Channels, Fintype.sum_sum_type]
  have hc : Fintype.card (Fin 4 ⊕ Fin 6) - 1 = 9 := by simp
  refine ⟨h, ?_⟩
  rw [clusterH_charpoly_twoLevel, hc, h]

end

end ChargeTransferStar
```

```lean
#print axioms ChargeTransferStar.clusterH_charpoly_twoLevel
#print axioms ChargeTransferStar.hybridized_state
#print axioms ChargeTransferStar.charpoly_eq_iff_effHyb_eq
#print axioms ChargeTransferStar.d0_eg_t2g
```

```
'ChargeTransferStar.clusterH_charpoly_twoLevel' depends on axioms: [propext, Classical.choice, Quot.sound]
'ChargeTransferStar.hybridized_state' depends on axioms: [propext, Classical.choice, Quot.sound]
'ChargeTransferStar.charpoly_eq_iff_effHyb_eq' depends on axioms: [propext, Classical.choice, Quot.sound]
'ChargeTransferStar.d0_eg_t2g' depends on axioms: [propext, Classical.choice, Quot.sound]
```
